# For a T-periodic Hermitian matrix H(t) with propagator U, U(t+T) = U(t)U(T), and eigenvectors of U(T) give periodic Floquet modes

## Does one period determine the evolution when H(t) is a matrix?

Take a single level whose energy $h(t)$ is real, continuous and periodic with period $T>0$. With $\hbar=1$ its amplitude is multiplied by $U(t)=\exp\left(-i\int_0^t h(s)\,ds\right)$. Waiting one more period adds the same integral whatever $t$ is, so $U(t+T)=U(t)U(T)$. If $e$ is the average of $h$ over a period, then $e^{iet}U(t)$ is $T$-periodic.

For several levels, $H(t)$ is a Hermitian matrix, and its values at different times need not commute, so I can't just exponentiate an integral. I believe that $U(t+T)=U(t)U(T)$ still holds, and that $U(T)x=e^{-ieT}x$ with $e$ real makes $e^{iet}U(t)x$ periodic. Can this be made rigorous, and checked by machine in Lean?

## Answer

Yes. The integral is replaced by a uniqueness argument: the propagator shifted by one period solves the same Schrödinger equation, so it can differ from the original only by its initial value.

### From conserved overlaps to periodic modes

Let $V$ and $W$ be matrix solutions of $V'=-iHV$ and $W'=-iHW$. Since $H^\dagger=H$,

$$\frac{d}{dt}(V^\dagger W)=(-iHV)^\dagger W+V^\dagger(-iHW)=iV^\dagger HW-iV^\dagger HW=0 .$$

So $V(t)^\dagger W(t)$ is the same at all times. Let $U$ be the solution with $U(0)=1$. Two choices of the pair give what is needed:

- The pair $U,U$ gives $U(t)^\dagger U(t)=1$. The matrix is square, so $U(t)U(t)^\dagger=1$ as well.
- The pair $U,V$ gives $U(t)^\dagger V(t)=V(0)$. Multiplying by $U(t)$ from the left gives $V(t)=U(t)V(0)$.

Now put $V(t)=U(t+T)$. Periodicity of $H$ gives

$$V'(t)=-iH(t+T)U(t+T)=-iH(t)V(t),\qquad V(0)=U(T),$$

and therefore $U(t+T)=U(t)U(T)$. The full period stands on the right because it acts first. If $U(t+mT)=U(t)U(T)^m$ for some natural number $m$, one more period gives $U(t+(m+1)T)=U(t+mT)U(T)=U(t)U(T)^{m+1}$. The case $m=0$ is trivial, so the formula holds for every $m$.

For a vector $x$ and a real number $e$, the quasienergy, let $\varphi(t)=e^{iet}U(t)x$. If $U(T)x=e^{-ieT}x$, then

$$\varphi(t+T)=e^{ie(t+T)}U(t)U(T)x=e^{ie(t+T)}e^{-ieT}U(t)x=\varphi(t).$$

Conversely, if $\varphi$ is periodic, then $\varphi(T)=\varphi(0)$ reads $e^{ieT}U(T)x=x$, which is the eigenvalue equation again.

Such a mode exists in every nonzero finite dimension. The complex matrix $U(T)$ has an eigenvector $x\neq0$ with some eigenvalue $\mu$, and unitarity gives

$$x^\dagger x=(U(T)x)^\dagger(U(T)x)=|\mu|^2x^\dagger x .$$

Hence $|\mu|=1$ and $\mu=e^{i\arg\mu}$. For $T>0$ put $e=-\arg\mu/T$. Then $e^{-ieT}=\mu$, and $|\arg\mu|\le\pi$ gives $|e|\le\pi/T$.

### The Schrödinger equation and the modes in Lean

The index type `n` labels the levels, and `H`, `U` and `V` are functions from real time to complex matrices. `SolvesSchrodinger H V` says that every entry of `V` has, at every time, the derivative given by $-iHV$, with $\hbar=1$. `IsPropagator H U` adds the initial value $U(0)=1$. `floquetMode U e x` is the function $\varphi$ above, and `*ᵥ` applies a matrix to a vector.

The main statements read as follows:

- `floquet`: if `H` is Hermitian at all times and has period `T`, and `U` is its propagator, then $U(t+T)=U(t)U(T)$ for every real $t$.
- `floquetMode_periodic_iff`: under the same hypotheses, $\varphi$ is $T$-periodic exactly when $U(T)x=e^{-ieT}x$. The vector $x=0$ is allowed here and gives the zero function.
- `exists_floquetMode`: if also $T>0$ and there is at least one level, some $x\neq0$ and some real $e$ with $|e|\le\pi/T$ give a periodic mode.

The propagator is a hypothesis. Continuity of $H$ would guarantee that it exists, but the theorems start from a given $U$ and so don't mention continuity. Hermiticity means that total probability is conserved; the system may still exchange energy with the drive. The dimension is finite, so a driven atom with its continuum is not covered. The existence theorem supplies one mode; it gives neither a basis of modes nor the form $U(t)=P(t)e^{-iFt}$, with $P$ periodic and $F$ constant, that is often meant by Floquet's theorem.

`floquet_witness` supplies a concrete system that meets the hypotheses: two levels with unit splitting in a resonant rotating field, where the coupling matrix element is $ge^{-it}$ with $g$ real, and the period is $2\pi$. The entries of `rabiU` are $\cos gt$ and $-i\sin gt$ times phases $e^{\mp it/2}$, so after a start in one of the two levels the populations oscillate at angular frequency $2|g|$. Inserting $x=(1,1)/\sqrt2$ and $e=g+\tfrac12$ into this propagator gives the mode $(1,e^{it})/\sqrt2$, which visibly has period $2\pi$.

```lean
import Mathlib

open Matrix
open Complex (I)
open scoped ComplexOrder

namespace FloquetTheory

noncomputable section

variable {n : Type*} [Fintype n] [DecidableEq n]

/-- The matrix Schrödinger equation `V' = -i H V`, read entry by entry. -/
def SolvesSchrodinger (H V : ℝ → Matrix n n ℂ) : Prop :=
  ∀ t i j, HasDerivAt (fun s => V s i j) (((-I) • (H t * V t)) i j) t

/-- `U` is the propagator of `H` from time zero: it solves the Schrödinger equation
and starts at the identity. -/
structure IsPropagator (H U : ℝ → Matrix n n ℂ) : Prop where
  initial : U 0 = 1
  evolves : SolvesSchrodinger H U

/-- The state evolved from `x`, with the phase of the energy `e` removed:
`exp(iet) U(t) x`. -/
def floquetMode (U : ℝ → Matrix n n ℂ) (e : ℝ) (x : n → ℂ) (t : ℝ) : n → ℂ :=
  Complex.exp (I * e * t) • (U t *ᵥ x)

variable {H U V W : ℝ → Matrix n n ℂ} {T : ℝ}

omit [DecidableEq n] in
/-- For a Hermitian Hamiltonian the overlap matrix of two solutions is the same
at all times. -/
theorem overlap_conserved (hH : ∀ t, (H t).IsHermitian)
    (hV : SolvesSchrodinger H V) (hW : SolvesSchrodinger H W) (t s : ℝ) :
    (V t)ᴴ * W t = (V s)ᴴ * W s := by
  -- the two contributions to the derivative cancel because `H` is Hermitian
  have key : ∀ r, ((-I) • (H r * V r))ᴴ * W r + (V r)ᴴ * ((-I) • (H r * W r)) = 0 := by
    intro r
    rw [Matrix.conjTranspose_smul, Matrix.conjTranspose_mul, (hH r).eq,
      Matrix.smul_mul, Matrix.mul_smul, Matrix.mul_assoc, ← add_smul]
    simp
  ext i j
  have hd : ∀ r, HasDerivAt (fun r => ∑ k, star (V r k i) * W r k j) 0 r := by
    intro r
    have h1 : ∀ k ∈ (Finset.univ : Finset n),
        HasDerivAt (fun r => star (V r k i) * W r k j)
          (star (((-I) • (H r * V r)) k i) * W r k j
            + star (V r k i) * ((-I) • (H r * W r)) k j) r :=
      fun k _ => (hV r k i).star.fun_mul (hW r k j)
    refine (HasDerivAt.fun_sum h1).congr_deriv ?_
    rw [Finset.sum_add_distrib]
    exact congrArg (fun M : Matrix n n ℂ => M i j) (key r)
  have h := is_const_of_deriv_eq_zero (fun r => (hd r).differentiableAt)
    (fun r => (hd r).deriv) t s
  simpa only [Matrix.mul_apply, Matrix.conjTranspose_apply] using h

/-- The propagator of a Hermitian Hamiltonian is unitary at all times. -/
theorem propagator_unitary (hH : ∀ t, (H t).IsHermitian) (hU : IsPropagator H U) (t : ℝ) :
    (U t)ᴴ * U t = 1 := by
  rw [overlap_conserved hH hU.evolves hU.evolves t 0, hU.initial]
  simp

/-- Every solution is the propagator applied to its initial value. -/
theorem solution_eq_propagator_mul (hH : ∀ t, (H t).IsHermitian) (hU : IsPropagator H U)
    (hV : SolvesSchrodinger H V) (t : ℝ) : V t = U t * V 0 := by
  have h : (U t)ᴴ * V t = V 0 := by
    rw [overlap_conserved hH hU.evolves hV t 0, hU.initial]
    simp
  rw [← h, ← Matrix.mul_assoc, mul_eq_one_comm.1 (propagator_unitary hH hU t),
    Matrix.one_mul]

/-- For a `T`-periodic Hermitian Hamiltonian with propagator `U`, `U(t+T) = U(t) U(T)` at every real
time `t`. -/
theorem floquet (hH : ∀ t, (H t).IsHermitian) (hper : Function.Periodic H T)
    (hU : IsPropagator H U) (t : ℝ) : U (t + T) = U t * U T := by
  -- the propagator shifted by one period solves the same equation
  have hshift : SolvesSchrodinger H (fun s => U (s + T)) := by
    intro s i j
    have h := (hU.evolves (s + T) i j).comp_add_const s T
    rw [hper s] at h
    exact h
  have h := solution_eq_propagator_mul hH hU hshift t
  simpa only [zero_add] using h

/-- Evolution over `m` further periods multiplies the propagator by the `m`-th power
of the one-period propagator. -/
theorem stroboscopic (hH : ∀ t, (H t).IsHermitian) (hper : Function.Periodic H T)
    (hU : IsPropagator H U) (t : ℝ) (m : ℕ) : U (t + m * T) = U t * U T ^ m := by
  induction m with
  | zero => simp
  | succ m ih =>
    have h : t + ((m + 1 : ℕ) : ℝ) * T = (t + m * T) + T := by
      push_cast
      ring
    rw [h, floquet hH hper hU, ih, mul_assoc, pow_succ]

/-- The state `exp(iet) U(t) x` is `T`-periodic exactly when
`U(T) x = exp(-ieT) x`. -/
theorem floquetMode_periodic_iff (hH : ∀ t, (H t).IsHermitian)
    (hper : Function.Periodic H T) (hU : IsPropagator H U) (e : ℝ) (x : n → ℂ) :
    Function.Periodic (floquetMode U e x) T ↔
      U T *ᵥ x = Complex.exp (-(I * e * T)) • x := by
  constructor
  · intro h
    -- compare the mode at times `0` and `T`
    have h0 := h 0
    simp only [floquetMode, zero_add, hU.initial, Matrix.one_mulVec, Complex.ofReal_zero,
      mul_zero, Complex.exp_zero, one_smul] at h0
    calc U T *ᵥ x
        = Complex.exp (-(I * e * T)) • (Complex.exp (I * e * T) • (U T *ᵥ x)) := by
          rw [smul_smul, ← Complex.exp_add, neg_add_cancel, Complex.exp_zero, one_smul]
      _ = Complex.exp (-(I * e * T)) • x := by rw [h0]
  · intro h t
    simp only [floquetMode]
    rw [floquet hH hper hU, ← Matrix.mulVec_mulVec, h, Matrix.mulVec_smul, smul_smul,
      ← Complex.exp_add]
    congr 2
    push_cast
    ring

/-- For a Hermitian Hamiltonian of period `T > 0` with a propagator `U`, a system of nonzero finite
dimension has a nonzero `T`-periodic Floquet mode whose real quasienergy satisfies `|e| ≤ π/T`. -/
theorem exists_floquetMode [Nonempty n] (hH : ∀ t, (H t).IsHermitian)
    (hper : Function.Periodic H T) (hU : IsPropagator H U) (hT : 0 < T) :
    ∃ (e : ℝ) (x : n → ℂ), |e| ≤ Real.pi / T ∧ x ≠ 0 ∧
      Function.Periodic (floquetMode U e x) T := by
  obtain ⟨μ, hμ⟩ := Module.End.exists_eigenvalue (Matrix.toLin' (U T))
  obtain ⟨x, hx⟩ := hμ.exists_hasEigenvector
  have hx' : U T *ᵥ x = μ • x := by
    rw [← Matrix.toLin'_apply]
    exact hx.apply_eq_smul
  -- unitarity puts the eigenvalue on the unit circle
  have h1 : star (U T *ᵥ x) ⬝ᵥ (U T *ᵥ x) = star x ⬝ᵥ x := by
    rw [Matrix.star_mulVec, ← Matrix.dotProduct_mulVec, Matrix.mulVec_mulVec,
      propagator_unitary hH hU, Matrix.one_mulVec]
  rw [hx', star_smul, smul_dotProduct, dotProduct_smul, smul_eq_mul, smul_eq_mul] at h1
  have h2 : star x ⬝ᵥ x ≠ 0 := by
    intro h
    exact hx.2 (dotProduct_star_self_eq_zero.1 h)
  have h3 : star μ * μ = 1 := mul_right_cancel₀ h2 (by rw [one_mul, mul_assoc]; exact h1)
  have h4 : ((Complex.normSq μ : ℝ) : ℂ) = 1 := by
    rw [← Complex.mul_conj, mul_comm]
    exact h3
  have h5 : ‖μ‖ ^ 2 = 1 := by
    rw [Complex.sq_norm]
    exact_mod_cast h4
  have h6 : ‖μ‖ = 1 := (pow_eq_one_iff_of_nonneg (norm_nonneg μ) two_ne_zero).1 h5
  have h7 := Complex.norm_mul_exp_arg_mul_I μ
  rw [h6, Complex.ofReal_one, one_mul] at h7
  -- the quasienergy is read off from the argument of the eigenvalue
  refine ⟨-Complex.arg μ / T, x, ?_, hx.2,
    (floquetMode_periodic_iff hH hper hU _ x).2 ?_⟩
  · rw [abs_div, abs_neg, abs_of_pos hT]
    exact div_le_div_of_nonneg_right (Complex.abs_arg_le_pi μ) hT.le
  · have hT' : (T : ℂ) ≠ 0 := by exact_mod_cast hT.ne'
    have h8 : -(I * ((-Complex.arg μ / T : ℝ) : ℂ) * T) = Complex.arg μ * I := by
      push_cast
      field_simp
    rw [h8, h7, hx']

/-- The Hamiltonian of two levels with unit splitting, coupled by a resonant rotating field with
matrix element `g exp(-it)`. -/
def rabiH (g t : ℝ) : Matrix (Fin 2) (Fin 2) ℂ :=
  !![1 / 2, g * Complex.exp (-I * t); g * Complex.exp (I * t), -1 / 2]

/-- The diagonal matrix with entries `exp(-it/2)`, `exp(it/2)`, times the matrix with `cos(gt)` on
the diagonal and `-i sin(gt)` off it. -/
def rabiU (g t : ℝ) : Matrix (Fin 2) (Fin 2) ℂ :=
  !![Complex.exp (-(I / 2) * t) * Complex.cos (g * t),
     -I * (Complex.exp (-(I / 2) * t) * Complex.sin (g * t));
     -I * (Complex.exp (I / 2 * t) * Complex.sin (g * t)),
     Complex.exp (I / 2 * t) * Complex.cos (g * t)]

/-- The Hamiltonian `rabiH g` is Hermitian and `2π`-periodic, and `rabiU g` is
its propagator. -/
theorem floquet_witness (g : ℝ) :
    (∀ t, (rabiH g t).IsHermitian) ∧ Function.Periodic (rabiH g) (2 * Real.pi) ∧
      IsPropagator (rabiH g) (rabiU g) := by
  refine ⟨fun t => ?_, fun t => ?_, ?_, fun t => ?_⟩
  · ext i j
    fin_cases i <;> fin_cases j <;> simp [rabiH, ← Complex.exp_conj]
  · have hA : Complex.exp (-I * ((t + 2 * Real.pi : ℝ) : ℂ)) = Complex.exp (-I * t) := by
      rw [show -I * ((t + 2 * Real.pi : ℝ) : ℂ) = -I * t - 2 * Real.pi * I by
        push_cast; ring, Complex.exp_sub, Complex.exp_two_pi_mul_I, div_one]
    have hB : Complex.exp (I * ((t + 2 * Real.pi : ℝ) : ℂ)) = Complex.exp (I * t) := by
      rw [show I * ((t + 2 * Real.pi : ℝ) : ℂ) = I * t + 2 * Real.pi * I by
        push_cast; ring, Complex.exp_add, Complex.exp_two_pi_mul_I, mul_one]
    simp only [rabiH, hA, hB]
  · ext i j
    fin_cases i <;> fin_cases j <;> simp [rabiU]
  · have he : ∀ k : ℂ, HasDerivAt (fun s : ℝ => Complex.exp (k * s))
        (k * Complex.exp (k * t)) t := by
      intro k
      have h := (((hasDerivAt_id (t : ℂ)).const_mul k).cexp).comp_ofReal
      simpa [mul_comm] using h
    have hc : HasDerivAt (fun s : ℝ => Complex.cos (g * s))
        (-(g * Complex.sin (g * t))) t := by
      have h := (((hasDerivAt_id (t : ℂ)).const_mul (g : ℂ)).ccos).comp_ofReal
      simpa [mul_comm] using h
    have hs : HasDerivAt (fun s : ℝ => Complex.sin (g * s))
        (g * Complex.cos (g * t)) t := by
      have h := (((hasDerivAt_id (t : ℂ)).const_mul (g : ℂ)).csin).comp_ofReal
      simpa [mul_comm] using h
    -- the rotating field links the two half-angle phases
    have h1 : Complex.exp (-I * t) * Complex.exp (I / 2 * t)
        = Complex.exp (-(I / 2) * t) := by
      rw [← Complex.exp_add]
      congr 1
      ring
    have h2 : Complex.exp (I * t) * Complex.exp (-(I / 2) * t)
        = Complex.exp (I / 2 * t) := by
      rw [← Complex.exp_add]
      congr 1
      ring
    simp only [Fin.forall_fin_two]
    refine ⟨⟨((he _).fun_mul hc).congr_deriv ?_,
      (((he _).fun_mul hs).const_mul (-I)).congr_deriv ?_⟩,
      ⟨(((he _).fun_mul hs).const_mul (-I)).congr_deriv ?_,
      ((he _).fun_mul hc).congr_deriv ?_⟩⟩ <;>
    simp only [rabiH, rabiU, Matrix.smul_apply, Matrix.mul_apply, Fin.sum_univ_two,
      smul_eq_mul, Matrix.of_apply, Matrix.cons_val', Matrix.cons_val_zero,
      Matrix.cons_val_one, Matrix.cons_val_fin_one]
    · linear_combination g * Complex.sin (g * t) * h1 - g * Complex.sin (g * t) *
        Complex.exp (-I * t) * Complex.exp (I / 2 * t) * Complex.I_sq
    · linear_combination I * g * Complex.cos (g * t) * h1
    · linear_combination I * g * Complex.cos (g * t) * h2
    · linear_combination g * Complex.sin (g * t) * h2 - g * Complex.sin (g * t) *
        Complex.exp (I * t) * Complex.exp (-(I / 2) * t) * Complex.I_sq

end

end FloquetTheory
```

```lean
#print axioms FloquetTheory.stroboscopic
#print axioms FloquetTheory.exists_floquetMode
```

```
'FloquetTheory.stroboscopic' depends on axioms: [propext, Classical.choice, Quot.sound]
'FloquetTheory.exists_floquetMode' depends on axioms: [propext, Classical.choice, Quot.sound]
```

### How the Lean proofs follow the derivation

`overlap_conserved` carries the analysis. Its step `key` is the cancellation of the two terms by Hermiticity. The step `hd` applies the product rule to each entry of $V^\dagger W$ and sums over the intermediate index, and `is_const_of_deriv_eq_zero` turns the vanishing derivative into constancy.

`propagator_unitary` and `solution_eq_propagator_mul`, both for Hermitian $H$, are the two choices of the pair, each compared with time zero. In the second, `mul_eq_one_comm` passes from $U^\dagger U=1$ to $UU^\dagger=1$.

In `floquet`, the step `hshift` shows that the shifted propagator is a solution: `comp_add_const` differentiates the shifted function, and `rw [hper s]` replaces $H(s+T)$ by $H(s)$. The previous lemma then finishes the proof. `stroboscopic` is the induction over periods; like `floquet`, it assumes that $H$ is Hermitian and has period $T$.

`floquetMode_periodic_iff` treats the two directions separately. From periodicity it uses only the comparison of times $0$ and $T$; in the other direction it rewrites with `floquet` and combines the phases.

In `exists_floquetMode`, the eigenvalue comes from `Module.End.exists_eigenvalue`. The steps `h1` to `h6` compare norms and arrive at $|\mu|=1$, `h7` is the polar form of $\mu$, and `h8` checks that the chosen $e$ reproduces its phase.

`floquet_witness` checks Hermiticity, the period, the initial value and the four differential equations. Its `h1` and `h2` combine the phase of the field with the half-angle phases of the propagator, and `linear_combination` closes the remaining algebra.

### Quasienergies in a simulation of a driven system

For a finite-level model with a strictly periodic drive, the factorisation means that a simulation needs to integrate over one period only. A code can use this in three steps:

1. It propagates the columns of the identity matrix from $0$ to $T$ and stores $U(t)$ at the times of interest.
2. It diagonalises $U(T)$ and computes $e=-\arg\mu/T$ for each eigenvalue, in NumPy `-np.angle(mu)/T`.
3. It obtains later states from $U(t)U(T)^m$ without further integration.

A computed $|\mu|$ that differs noticeably from $1$ signals that the numerical propagation has lost unitarity. Quasienergies are fixed only up to multiples of $2\pi/T$, so a level that crosses the edge $\pi/T$ during a parameter scan reappears at $-\pi/T$. That jump comes from the branch of the argument and is not a physical transition.
